# Among the determinants of n electrons in n occupied and m virtual spin orbitals, C(n,k) C(m,k) have excitation rank k, and (n + m) times the mean rank equals n m

> To count configurations I treat a Slater determinant as nothing more than the set of spin orbitals it fills. With n occupied and m virtual spin orbitals and n electrons, I take C(n,k) C(m,k) for the number of k-fold excited determinants, where C(p,q) is the binomial coefficient, on the argument that one picks k holes and k particles independently. From that I get n m/(n + m) for the average excitation level over the whole full CI list. I believe both formulas, but "independently" is doing a lot of work in my argument, and the averaging needs a binomial identity that I have only checked on small cases. Can this be made rigorous and machine-checked, including edge cases such as no virtual orbitals or k larger than n?

## Determinants as subsets of a split orbital set

The first thing to fix is what a determinant is, and your choice is the one that the Lean file below makes. The spin orbitals are split into a finite set O of n occupied orbitals and a finite set V of m virtual orbitals, and a determinant is a subset s of the disjoint union O ⊔ V with exactly n elements. Using the same n for the size of O and for the size of s expresses two physical conditions: the reference determinant fills every orbital of O, and every other determinant has the same number of electrons as the reference. A subset has no ordering, so the sign of a determinant is not represented; a count does not need it.

For a determinant s, with |·| denoting the number of elements of a set, define

    holes(s) = O ∖ s,   particles(s) = s ∩ V,   rank(s) = |particles(s)|.

In a finite spin-orbital basis with no spin or spatial symmetry imposed, the number of determinants of rank k is the number of CI coefficients at excitation level k (counted before normalisation and the overall phase of the state are fixed) and, for k ≥ 1, the number of independent coupled-cluster amplitudes of that level.

## Counting holes and particles

Particle number gives |s ∩ O| + |s ∩ V| = n, and therefore

    |holes(s)| = n − |s ∩ O| = |s ∩ V| = rank(s).

So a determinant of rank k yields a pair (H, P) with H a k-element subset of O and P a k-element subset of V. Conversely, take any such pair and form (O ∖ H) ⊔ P. Since H lies in O we have k ≤ n, the set has (n − k) + k = n elements, and its virtual part is P, so it is a determinant of rank k. The two constructions undo each other: the holes and particles of (O ∖ H) ⊔ P are H and P, and rebuilding s from its holes and particles returns (s ∩ O) ⊔ (s ∩ V) = s. This bijection is the precise content of "independently". Writing N(k) for the number of determinants of rank k,

    N(k) = C(n,k) C(m,k).

For k > n or k > m there are no pairs and the right side is zero, so the formula holds for every natural number k.

The rank equals the number of holes and is therefore at most n. Grouping the determinants by rank gives, for any function f of the rank,

    Σ_s f(rank(s)) = Σ_{k=0}^{n} C(n,k) C(m,k) f(k).

Let D be the number of determinants. It is the number of n-element subsets of a set with n + m elements, D = C(n+m, n), and the choice f = 1 shows that the classes add up to it:

    Σ_{k=0}^{n} C(n,k) C(m,k) = C(n+m, n).

## The weighted binomial sum

The average needs S = Σ_{k=0}^{n} k C(n,k) C(m,k), and the claim is

    (n + m) S = n m C(n+m, n).

If n = 0 the only term has k = 0, and both sides vanish. If m = 0 the term k = 0 vanishes through the factor k and the others through C(0,k) = 0, so again both sides vanish. Otherwise write n = a + 1 and m = b + 1. Three standard identities are used, for natural numbers p and q. Absorption counts in two ways a (q+1)-element subset of p + 1 objects with one distinguished member:

    (p + 1) C(p,q) = C(p+1, q+1) (q + 1).

Symmetry says C(p,q) = C(p, p−q) for q ≤ p. Vandermonde's convolution chooses a objects out of b + (a + 1), with j of them from the first b:

    C(b + (a+1), a) = Σ_{j=0}^{a} C(b,j) C(a+1, a−j).

Drop the vanishing term k = 0 of S and set k = j + 1 with j running from 0 to a. Absorption with p = b, q = j turns (j + 1) C(b+1, j+1) into (b + 1) C(b,j). Symmetry turns C(a+1, j+1) into C(a+1, a−j), because (j + 1) + (a − j) = a + 1. Hence

    S = (b + 1) Σ_{j=0}^{a} C(b,j) C(a+1, a−j) = (b + 1) C(b + (a+1), a).

Multiply by n + m = b + (a+1) + 1 and absorb once more, with p = b + (a+1) and q = a:

    (n + m) S = (b + 1) C(b + (a+1) + 1, a+1) (a + 1) = n m C(n+m, n).

The grouping formula with f(k) = k identifies S with the total rank Σ_s rank(s). The mean rank is r̄ = S/D, where D ≥ 1 because n ≤ n + m, and dividing by D gives

    (n + m) r̄ = n m.

For n + m > 0 this is your r̄ = n m/(n + m). With n = 2 and m = 3 the classes have 1, 6 and 3 members, D = 10, S = 12, and r̄ = 6/5.

## The Lean file

```lean
import Mathlib

open Finset

namespace ExcitationRank

variable (O V : Type*) [Fintype O] [Fintype V] [DecidableEq O]

/-- All determinants: subsets of the occupied (`O`) and virtual (`V`) orbitals with as many
elements as there are occupied orbitals. -/
def dets : Finset (Finset (O ⊕ V)) := powersetCard (Fintype.card O) univ

variable {O V}

/-- The holes of a determinant: the occupied orbitals it does not contain. -/
def holes (s : Finset (O ⊕ V)) : Finset O := s.toLeftᶜ

/-- The particles of a determinant: the virtual orbitals it contains. -/
def particles (s : Finset (O ⊕ V)) : Finset V := s.toRight

/-- The excitation rank: the number of virtual orbitals in the determinant. -/
def rank (s : Finset (O ⊕ V)) : ℕ := (particles s).card

/-- Every determinant has as many holes as its excitation rank. -/
theorem card_holes {s : Finset (O ⊕ V)} (hs : s ∈ dets O V) : (holes s).card = rank s := by
  have h1 : s.card = Fintype.card O := (mem_powersetCard.1 hs).2
  have h2 : s.toLeft.card + s.toRight.card = s.card := card_toLeft_add_card_toRight
  unfold holes rank particles
  rw [card_compl]
  omega

variable (O V)

omit [DecidableEq O] in
/-- There are `C(n+m, n)` determinants. -/
theorem card_dets :
    (dets O V).card = (Fintype.card O + Fintype.card V).choose (Fintype.card O) := by
  rw [dets, card_powersetCard, card_univ, Fintype.card_sum]

/-- Exactly `C(n,k) C(m,k)` determinants have excitation rank `k`. -/
theorem card_rank_eq (k : ℕ) :
    ((dets O V).filter (fun s => rank s = k)).card
      = (Fintype.card O).choose k * (Fintype.card V).choose k := by
  have hc : (powersetCard k (univ : Finset O) ×ˢ powersetCard k (univ : Finset V)).card
      = (Fintype.card O).choose k * (Fintype.card V).choose k := by
    rw [card_product, card_powersetCard, card_powersetCard, card_univ, card_univ]
  rw [← hc]
  -- a determinant is fixed by its holes and particles
  refine card_bij' (fun s _ => (holes s, particles s)) (fun p _ => p.1ᶜ.disjSum p.2)
    ?_ ?_ ?_ ?_
  · intro s hs
    obtain ⟨h1, h2⟩ := mem_filter.1 hs
    exact mem_product.2 ⟨mem_powersetCard.2 ⟨subset_univ _, (card_holes h1).trans h2⟩,
      mem_powersetCard.2 ⟨subset_univ _, h2⟩⟩
  · intro p hp
    obtain ⟨h1, h2⟩ := mem_product.1 hp
    have h3 : p.1.card = k := (mem_powersetCard.1 h1).2
    have h4 : p.2.card = k := (mem_powersetCard.1 h2).2
    have h5 : p.1.card ≤ Fintype.card O := card_le_univ _
    refine mem_filter.2 ⟨mem_powersetCard.2 ⟨subset_univ _, ?_⟩, ?_⟩
    · rw [card_disjSum, card_compl]
      omega
    · simp [rank, particles, h4]
  · intro s _
    simp [holes, particles, toLeft_disjSum_toRight]
  · intro p _
    simp [holes, particles]

/-- A sum over all determinants of a quantity depending only on the excitation rank is a sum
over ranks `k ≤ n` with weights `C(n,k) C(m,k)`. -/
theorem sum_by_rank {M : Type*} [AddCommMonoid M] (f : ℕ → M) :
    ∑ s ∈ dets O V, f (rank s) = ∑ k ∈ range (Fintype.card O + 1),
      ((Fintype.card O).choose k * (Fintype.card V).choose k) • f k := by
  -- the rank is at most n, being the number of holes
  have hm : ∀ s ∈ dets O V, rank s ∈ range (Fintype.card O + 1) := by
    intro s hs
    have h : (holes s).card ≤ Fintype.card O := card_le_univ _
    rw [card_holes hs] at h
    exact mem_range.2 (by omega)
  rw [← sum_fiberwise_of_maps_to hm]
  refine sum_congr rfl fun k _ => ?_
  rw [← card_rank_eq, ← sum_const]
  refine sum_congr rfl fun s hs => ?_
  rw [(mem_filter.1 hs).2]

/-- The counts `C(n,k) C(m,k)` of the ranks `k ≤ n` add up to `C(n+m, n)`. -/
theorem sum_rank_counts :
    ∑ k ∈ range (Fintype.card O + 1), (Fintype.card O).choose k * (Fintype.card V).choose k
      = (Fintype.card O + Fintype.card V).choose (Fintype.card O) := by
  have h := sum_by_rank O V (fun _ => (1 : ℕ))
  simp only [smul_eq_mul, mul_one, sum_const] at h
  rw [← h, card_dets]

/-- The binomial identity `(n+m) ∑ₖ k C(n,k) C(m,k) = n m C(n+m, n)`. -/
theorem weighted_choose_sum (n m : ℕ) :
    (n + m) * ∑ k ∈ range (n + 1), k * n.choose k * m.choose k
      = n * m * (n + m).choose n := by
  have absorb : ∀ p q : ℕ, (p + 1) * p.choose q = (p + 1).choose (q + 1) * (q + 1) := by
    intro p q
    exact Nat.add_one_mul_choose_eq p q
  rcases n with _ | a
  · simp
  rcases m with _ | b
  · rw [sum_range_succ']
    simp
  -- Vandermonde convolution
  have vdm : (b + (a + 1)).choose a
      = ∑ j ∈ range (a + 1), b.choose j * (a + 1).choose (a - j) := by
    rw [Nat.add_choose_eq, Finset.Nat.sum_antidiagonal_eq_sum_range_succ_mk]
  have hsum : ∑ k ∈ range (a + 1 + 1), k * (a + 1).choose k * (b + 1).choose k
      = (b + 1) * (b + (a + 1)).choose a := by
    rw [sum_range_succ', vdm, mul_sum, zero_mul, zero_mul, add_zero]
    refine sum_congr rfl fun j hj => ?_
    have hj' : j < a + 1 := mem_range.1 hj
    have hs : (a + 1).choose (j + 1) = (a + 1).choose (a - j) :=
      Nat.choose_symm_of_eq_add (by omega)
    calc (j + 1) * (a + 1).choose (j + 1) * (b + 1).choose (j + 1)
        = ((b + 1).choose (j + 1) * (j + 1)) * (a + 1).choose (j + 1) := by ring
      _ = (b + 1) * (b.choose j * (a + 1).choose (a - j)) := by
        rw [← absorb, hs, mul_assoc]
  have e : a + 1 + (b + 1) = b + (a + 1) + 1 := by ring
  rw [hsum, e]
  calc (b + (a + 1) + 1) * ((b + 1) * (b + (a + 1)).choose a)
      = (b + 1) * ((b + (a + 1) + 1) * (b + (a + 1)).choose a) := by ring
    _ = (b + 1) * ((b + (a + 1) + 1).choose (a + 1) * (a + 1)) := by rw [absorb]
    _ = (a + 1) * (b + 1) * (b + (a + 1) + 1).choose (a + 1) := by ring

/-- `n + m` times the excitation rank summed over all determinants equals `n m` times the
number of determinants. -/
theorem total_rank :
    (Fintype.card O + Fintype.card V) * ∑ s ∈ dets O V, rank s
      = Fintype.card O * Fintype.card V * (dets O V).card := by
  have h : ∑ s ∈ dets O V, rank s = _ := sum_by_rank O V (fun k => k)
  rw [h, card_dets, ← weighted_choose_sum]
  congr 1
  refine sum_congr rfl fun k _ => ?_
  rw [smul_eq_mul]
  ring

/-- The mean excitation rank over all determinants, each weighted equally. -/
def meanRank : ℚ := ((∑ s ∈ dets O V, rank s : ℕ) : ℚ) / ((dets O V).card : ℚ)

/-- With `n` occupied and `m` virtual orbitals, `n + m` times the mean excitation rank over
all determinants equals `n m`. -/
theorem mean_rank :
    ((Fintype.card O : ℚ) + Fintype.card V) * meanRank O V
      = (Fintype.card O : ℚ) * Fintype.card V := by
  -- there is at least one determinant
  have hpos : 0 < (dets O V).card := by
    rw [card_dets]
    exact Nat.choose_pos (Nat.le_add_right _ _)
  have hne : ((dets O V).card : ℚ) ≠ 0 := Nat.cast_ne_zero.2 hpos.ne'
  rw [meanRank, ← mul_div_assoc, div_eq_iff hne]
  exact_mod_cast total_rank O V

end ExcitationRank
```
```lean
#print axioms ExcitationRank.sum_rank_counts
-- 'ExcitationRank.sum_rank_counts' depends on axioms: [propext, Classical.choice, Quot.sound]
#print axioms ExcitationRank.mean_rank
-- 'ExcitationRank.mean_rank' depends on axioms: [propext, Classical.choice, Quot.sound]
```

## What the theorems say

The types `O` and `V` are the two orbital sets, with `Fintype.card O` for n and `Fintype.card V` for m. Both are arbitrary finite types and either may be empty. The sum type `O ⊕ V` is the disjoint union, so no orbital is both occupied and virtual. A value of `Finset (O ⊕ V)` is a set of orbitals, and `dets O V` collects those with n elements through `powersetCard (Fintype.card O) univ`. For a set `s`, `s.toLeft` is s ∩ O and `s.toRight` is s ∩ V, so `holes` takes the complement of the first within O and `particles` is the second. The functions `holes`, `particles` and `rank` are defined for every set of orbitals, and the particle-number condition enters only through membership in `dets O V`.

The theorem `card_holes` says that a member of `dets O V` has as many holes as its rank. `card_dets` is D = C(n+m, n), with `p.choose q` for C(p,q). `card_rank_eq` is N(k) = C(n,k) C(m,k) for every natural number `k`, with no bound on `k` assumed, which settles your case k > n. In `sum_by_rank` the function `f` takes values in any commutative additive monoid `M`, which includes the natural, rational and real numbers and vector spaces; `range (Fintype.card O + 1)` is the list of ranks 0 to n, and `•` multiplies `f k` by a natural number, that is, adds it to itself that many times. `sum_rank_counts` is the case f = 1.

`weighted_choose_sum` mentions no orbitals at all. It is the identity (n + m) S = n m C(n+m, n) for all natural numbers `n` and `m`. `total_rank` carries it over to determinants in natural numbers, and `mean_rank` states (n + m) r̄ = n m in the rationals, where `meanRank O V` is the total rank divided by the number of determinants. The factor n + m is kept on the left so that the statement also covers n = m = 0, where the empty set is the single determinant, r̄ = 0 and the equation reads 0 = 0.

The model contains no Hilbert space, Hamiltonian or wavefunction. The mean weights every determinant equally, so it describes the list of determinants. The expected excitation level of a normalised CI wavefunction in orthonormal spin orbitals instead weights each determinant by the squared modulus of its coefficient, and in general has a different value. The orbitals carry no spin or point-group label, so all n-element subsets are counted. For two electrons in two spatial orbitals, with a reference determinant that doubly occupies one of them, n = m = 2 and the theorems give classes of 1, 4 and 1 determinants, whereas a list restricted to zero spin projection has 1, 2 and 1. Such restricted lists and spin-adapted configurations are not covered.

## How the proofs follow the derivation

In `card_holes`, `h1` is |s| = n and `h2` splits |s| into its occupied and virtual parts. After `card_compl` writes the number of holes as n − |s ∩ O|, `omega` does the remaining linear arithmetic.

In `card_rank_eq`, `hc` counts the pairs (H, P) as a product of two `powersetCard k` sets. The lemma `card_bij'` then takes the map `(holes s, particles s)` and its proposed inverse `p.1ᶜ.disjSum p.2`, which is (O ∖ H) ⊔ P, and leaves four goals. The first says that a rank-k determinant gives two k-element sets, and uses `card_holes` for the holes. The second says that the rebuilt set is a determinant of rank k; here `h5` supplies |H| ≤ n, which is needed because subtraction of natural numbers stops at zero and (n − k) + k = n holds only for k ≤ n. The last two goals are the round trips, one of them by `toLeft_disjSum_toRight`, which is (s ∩ O) ⊔ (s ∩ V) = s.

In `sum_by_rank`, `hm` bounds the rank by n through the holes, and `sum_fiberwise_of_maps_to` regroups the sum into classes of equal rank. Within a class the summand is the constant `f k`, and `card_rank_eq` gives the number of terms. `sum_rank_counts` sets `f` to 1 and compares with `card_dets`; no later theorem depends on it.

In `weighted_choose_sum`, `absorb` is the absorption identity, and the two `rcases` lines dispose of n = 0 and m = 0 and introduce `a` and `b`. The statement `vdm` is the Vandermonde convolution above, obtained from Mathlib's `Nat.add_choose_eq` and rewritten as a sum over `j`. In `hsum`, `sum_range_succ'` splits off k = 0 and shifts the index to j + 1, `hs` is the symmetry step, valid since j ≤ a by `hj'`, and the inner `calc` block applies absorption term by term. The final `calc` block is the second absorption.

`total_rank` uses `sum_by_rank` with `fun k => k`, replaces D by `card_dets` and the right side by `weighted_choose_sum`, and matches the summands by reordering factors. In `mean_rank`, `hpos` shows D > 0 from `Nat.choose_pos`, `div_eq_iff hne` clears the denominator, and `exact_mod_cast` transfers `total_rank` from natural numbers to rationals.

## Sets with the wrong number of electrons

The one substantive hypothesis is `hs : s ∈ dets O V`, fixed particle number, and the following small cases, worked by inspection and not part of the file, show what it carries. Take one occupied orbital o and one virtual orbital v, so n = m = 1. The set {o, v} has two electrons, no hole and rank 1, and the empty set has one hole and rank 0, so the conclusion of `card_holes` fails for both. Among all four subsets, two have rank 1, namely {v} and {o, v}, while C(1,1) C(1,1) = 1.

The mean fails as well when m > 0 and n ≠ m: among all subsets each virtual orbital is present in half of them, so the mean rank is m/2, and (n + m) m/2 = n m holds only for m = 0 or m = n. With n = 1 and m = 2 there are eight subsets, each virtual orbital lies in four of them, the total rank is 8 and the mean is 1, so (n + m) times the mean is 3 while n m = 2. The three one-electron sets have ranks 0, 1 and 1, their mean is 2/3, and 3 · 2/3 = 2 agrees with `mean_rank`.
